# The adjacency determinant of a finite simple graph has the parity of its number of perfect matchings

Let \(G\) be a finite simple graph, \(A\) its adjacency matrix and \(K\) the number of its perfect matchings. Then

\[
\det A \equiv K \pmod 2 .
\]

The graph need not be bipartite, so in chemical terms the skeleton may be alternant or non-alternant. For the non-interacting Hückel model with equal site energies and equal, nonzero hopping on all bonds, it follows that a molecule with an odd number of Kekulé structures, meaning perfect matchings of its conjugated skeleton, has no nonbonding orbital, that is, no orbital whose energy equals the site energy.

## Skeleton, Kekulé structures and Hückel Hamiltonian

```lean
import Mathlib

open Finset Equiv Matrix

namespace KekuleParity

noncomputable section

variable {V : Type*} [Fintype V] [DecidableEq V] (G : SimpleGraph V) [DecidableRel G.Adj]
```

The type `V` is the set of atoms of the conjugated skeleton, each carrying one π orbital, and `Fintype V` says that it is finite. `G : SimpleGraph V` is the skeleton: a symmetric relation `G.Adj v w`, read "\(v\) and \(w\) are bonded", in which no atom is bonded to itself. Declaring these as variables means that each later theorem that mentions `G` holds for every such graph. Nothing is assumed about connectedness, planarity or the number of neighbours.

```lean
/-- The number of Kekulé structures of a molecular graph, that is, of its perfect matchings. -/
def kekuleCount {V : Type*} (G : SimpleGraph V) : ℕ :=
  Nat.card {M : G.Subgraph // M.IsPerfectMatching}
```

This defines \(K\). A `G.Subgraph` is a selection of atoms and of bonds between them. `IsPerfectMatching` says that all atoms are selected and that each has exactly one selected bond. Chemically, the selected bonds are the double bonds of a Kekulé structure, in which every atom takes part in exactly one. The braces with `//` form the type of all subgraphs with this property, and `Nat.card` counts its elements.

```lean
/-- The Hückel Hamiltonian with site energy `α` and hopping `β` along the bonds of the graph. -/
def huckel (α β : ℝ) : Matrix V V ℝ := α • (1 : Matrix V V ℝ) + β • G.adjMatrix ℝ
```

In ordinary notation this is \(H = \alpha\,\mathbb 1 + \beta A\), where \(\alpha\) is the common site energy and \(\beta\) the common hopping amplitude. The symbol `•` is multiplication by a scalar. `G.adjMatrix ℝ` has the entry 1 for a bonded pair and 0 otherwise. Heteroatoms and unequal bonds would need other matrices, which this definition doesn't include.

```lean
/-- The bond pattern in which each atom `v` is joined to `σ v`, for a self-inverse permutation
`σ` that moves every atom to a bonded neighbour. -/
def bondPattern {V : Type*} (G : SimpleGraph V) (σ : Perm V)
    (h : ∀ v, G.Adj (σ v) v) (hi : σ⁻¹ = σ) : G.Subgraph where
  verts := Set.univ
  Adj v w := σ v = w
  adj_sub := by
    intro v w e
    rw [← e]
    exact (h v).symm
  edge_vert := fun _ => Set.mem_univ _
  symm := by
    have hs : ∀ v w, σ v = w → σ w = v := by
      intro v w e
      rw [← e]
      calc σ (σ v) = σ⁻¹ (σ v) := by rw [hi]
        _ = v := σ.symm_apply_apply v
    first
      | exact fun v w => hs v w
      | exact ⟨fun v w => hs v w⟩
```

`Perm V` is the type of permutations of the atoms. Suppose that a permutation \(\sigma\) sends every atom to a bonded neighbour (hypothesis `h`) and equals its own inverse (hypothesis `hi`). Joining each \(v\) to \(\sigma(v)\) then gives a set of bonds, and this definition turns it into a subgraph.

Lean asks for evidence along with the data. The field `adj_sub` shows that each chosen pair is a bond of \(G\). The field `symm` shows that the relation is symmetric: if \(\sigma(v)=w\), then \(\sigma(w)=\sigma(\sigma(v))=v\), because \(\sigma=\sigma^{-1}\).

## Signs disappear modulo 2

```lean
/-- Modulo 2, the determinant of the adjacency matrix counts the permutations that move every
atom to a bonded neighbour. -/
theorem det_mod_two_eq_card : ((G.adjMatrix ℤ).det : ZMod 2) =
    ((univ.filter fun σ : Perm V => ∀ v, G.Adj (σ v) v).card : ZMod 2) := by
  rw [Matrix.det_apply', Int.cast_sum, Finset.card_filter, Nat.cast_sum]
  refine Finset.sum_congr rfl fun σ _ => ?_
  -- the sign of a permutation is invisible modulo 2
  have hs : (((Perm.sign σ : ℤˣ) : ℤ) : ZMod 2) = 1 := by
    rcases Int.units_eq_one_or (Perm.sign σ) with h | h <;> rw [h] <;> rfl
  simp only [Int.cast_mul, Int.cast_id, hs, one_mul]
  by_cases h : ∀ v, G.Adj (σ v) v
  · have hp : ∏ v, G.adjMatrix ℤ (σ v) v = 1 :=
      Finset.prod_eq_one fun v _ => by simp [SimpleGraph.adjMatrix_apply, h v]
    rw [if_pos h, hp]
    simp
  · obtain ⟨v, hv⟩ := not_forall.mp h
    have hp : ∏ v, G.adjMatrix ℤ (σ v) v = 0 :=
      Finset.prod_eq_zero (mem_univ v) (by simp [SimpleGraph.adjMatrix_apply, hv])
    rw [if_neg h, hp]
    simp
```

Call a permutation a neighbour permutation if it moves every atom to a bonded neighbour, and let \(\mathcal N\) be the set of these. The theorem says \(\det A \equiv |\mathcal N| \pmod 2\). It is written as an equation in `ZMod 2`, the integers modulo 2, and `univ.filter` picks out the permutations with the stated property.

By hand, start from the Leibniz expansion

\[
\det A = \sum_{\sigma} \operatorname{sgn}(\sigma) \prod_{v} A_{\sigma(v)\,v} .
\]

Every matrix entry is 0 or 1. The product is therefore 1 if \(\sigma(v)\) is bonded to \(v\) for all \(v\), and 0 if a single pair fails. Since \(-1\equiv 1\) modulo 2, the sign can be replaced by 1, and the sum counts the elements of \(\mathcal N\).

The proof follows the same route. The first line writes both sides as sums over all permutations, and `Finset.sum_congr` reduces the claim to one permutation at a time. The statement `hs` says that the sign is 1 modulo 2. The tactic `by_cases` then separates neighbour permutations, whose product is 1, from the others, where an atom `v` with a vanishing factor makes the product 0.

## Inverse permutations pair off

```lean
/-- Modulo 2, only the self-inverse permutations survive in the count of permutations that move
every atom to a bonded neighbour. -/
theorem card_eq_card_selfInverse :
    ((univ.filter fun σ : Perm V => ∀ v, G.Adj (σ v) v).card : ZMod 2) =
    ((univ.filter fun σ : Perm V => (∀ v, G.Adj (σ v) v) ∧ σ⁻¹ = σ).card : ZMod 2) := by
  -- a permutation that differs from its inverse cancels against it
  have h0 : ∑ σ ∈ (univ.filter fun σ : Perm V => ∀ v, G.Adj (σ v) v).filter
      (fun σ => ¬ σ⁻¹ = σ), (1 : ZMod 2) = 0 := by
    refine Finset.sum_involution (fun σ _ => σ⁻¹) ?_ ?_ ?_ ?_
    · intro σ _
      decide
    · intro σ hσ _
      exact (Finset.mem_filter.mp hσ).2
    · intro σ hσ
      obtain ⟨h1, h2⟩ := Finset.mem_filter.mp hσ
      have h3 := (Finset.mem_filter.mp h1).2
      refine Finset.mem_filter.mpr ⟨Finset.mem_filter.mpr ⟨mem_univ _, fun v => ?_⟩, fun e => ?_⟩
      · have h4 := h3 (σ⁻¹ v)
        have e : σ (σ⁻¹ v) = v := σ.apply_symm_apply v
        rw [e] at h4
        exact h4.symm
      · rw [inv_inv] at e
        exact h2 e.symm
    · intro σ _
      exact inv_inv σ
  have h1 := Finset.sum_filter_add_sum_filter_not
    (univ.filter fun σ : Perm V => ∀ v, G.Adj (σ v) v) (fun σ => σ⁻¹ = σ) (fun _ => (1 : ZMod 2))
  rw [h0, add_zero, Finset.filter_filter] at h1
  simp only [Finset.sum_const, nsmul_eq_mul, mul_one] at h1
  exact h1.symm
```

Let \(\mathcal I\) be the set of those \(\sigma\in\mathcal N\) with \(\sigma^{-1}=\sigma\). The theorem says \(|\mathcal N|\equiv|\mathcal I| \pmod 2\).

First, inversion maps \(\mathcal N\) to itself. Take \(\sigma\in\mathcal N\) and an atom \(v\), and apply the neighbour property to the atom \(\sigma^{-1}(v)\). It says that \(\sigma(\sigma^{-1}(v))=v\) is bonded to \(\sigma^{-1}(v)\). Bonds are symmetric, so \(\sigma^{-1}(v)\) is bonded to \(v\), and \(\sigma^{-1}\in\mathcal N\).

Now consider the elements of \(\mathcal N\) that differ from their inverse. They fall into pairs \(\{\sigma,\sigma^{-1}\}\), so their number is even. What remains is \(\mathcal I\).

In Lean, `h0` states that the sum of 1 over the non-self-inverse permutations vanishes modulo 2. `Finset.sum_involution` proves this from four facts, one for each bullet:

- the two terms of a pair add to \(1+1=0\);
- the partner is a different permutation;
- the partner lies in the same set;
- taking the partner twice leads back to the start.

The remaining lines split \(\mathcal N\) into its self-inverse and non-self-inverse parts and delete the second.

The word "cancel" invites a slip here. A permutation and its inverse have the same sign, so in the integer determinant a pair contributes \(2\operatorname{sgn}(\sigma)\) and not zero. The pair vanishes only modulo 2, and for that reason the argument gives the parity of the determinant and not its value.

## Self-inverse neighbour permutations are Kekulé structures

```lean
/-- Kekulé structures are equal in number to the self-inverse permutations that move every atom
to a bonded neighbour. -/
theorem kekuleCount_eq_card : kekuleCount G =
    (univ.filter fun σ : Perm V => (∀ v, G.Adj (σ v) v) ∧ σ⁻¹ = σ).card := by
  let f : {σ : Perm V // (∀ v, G.Adj (σ v) v) ∧ σ⁻¹ = σ} →
      {M : G.Subgraph // M.IsPerfectMatching} := fun σ =>
    ⟨bondPattern G σ.1 σ.2.1 σ.2.2, SimpleGraph.Subgraph.isPerfectMatching_iff.mpr
      fun v => ⟨σ.1 v, rfl, fun _ e => Eq.symm e⟩⟩
  have hf : Function.Bijective f := by
    constructor
    · intro a b e
      refine Subtype.ext (Equiv.ext fun v => ?_)
      have h1 := congrArg (fun M => M.1.Adj v (a.1 v)) e
      have h2 : b.1 v = a.1 v := h1.mp (show a.1 v = a.1 v from rfl)
      exact h2.symm
    · rintro ⟨M, hM⟩
      have h := SimpleGraph.Subgraph.isPerfectMatching_iff.mp hM
      -- send each atom to its partner in the matching
      choose p hp using fun v => (h v).exists
      have pp : ∀ v, p (p v) = v := fun v => (h (p v)).unique (hp (p v)) (hp v).symm
      refine ⟨⟨⟨p, p, pp, pp⟩, fun v => (M.adj_sub (hp v)).symm, Equiv.ext fun _ => rfl⟩, ?_⟩
      refine Subtype.ext (SimpleGraph.Subgraph.ext ?_ ?_)
      · exact (Set.eq_univ_of_forall hM.2).symm
      · funext v w
        refine propext ⟨fun e => ?_, fun a => (h v).unique (hp v) a⟩
        have e' : p v = w := e
        rw [← e']
        exact hp v
  rw [kekuleCount, ← Nat.card_congr (Equiv.ofBijective f hf), Nat.card_eq_fintype_card,
    Fintype.card_subtype]
```

This is an equality of natural numbers, \(K=|\mathcal I|\), with no reduction modulo 2. By hand, it comes from a bijection.

Given \(\sigma\in\mathcal I\), join each \(v\) to \(\sigma(v)\). The partner of \(v\) is a bonded neighbour, hence different from \(v\), and it is unique because \(\sigma\) is a function. The result is a perfect matching. Conversely, given a perfect matching, let \(p(v)\) be the partner of \(v\). The partner of the partner is the atom itself, \(p(p(v))=v\), so \(p\) is a self-inverse permutation that moves every atom to a bonded neighbour. The two constructions undo each other.

The map `f` is the first construction, built on `bondPattern`. The criterion `isPerfectMatching_iff` reduces "perfect matching" to the statement that every atom has exactly one partner. The proof of `hf` has two halves:

- **Injectivity.** If permutations `a` and `b` give the same bonds, then the bond from `v` to `a.1 v` also belongs to the pattern of `b`, so the two permutations agree at `v`.
- **Surjectivity.** The tactic `choose` extracts the partner function `p` from the matching, and `pp` is the identity \(p(p(v))=v\). The expression `⟨p, p, pp, pp⟩` is the permutation with forward map `p` and inverse map `p`. The last lines check that its bond pattern has the same atoms and bonds as the original matching.

A bijection preserves the number of elements, which gives the theorem.

## The congruence

```lean
/-- For every finite molecular graph, the determinant of the adjacency matrix has the same parity
as the number of Kekulé structures. -/
theorem det_modEq_kekuleCount : (G.adjMatrix ℤ).det ≡ (kekuleCount G : ℤ) [ZMOD 2] := by
  refine (ZMod.intCast_eq_intCast_iff _ _ 2).mp ?_
  rw [Int.cast_natCast, kekuleCount_eq_card, det_mod_two_eq_card, card_eq_card_selfInverse]
```

The notation `a ≡ b [ZMOD 2]` is congruence of integers modulo 2, and `(kekuleCount G : ℤ)` is the natural number \(K\) regarded as an integer. The three preceding results combine to

\[
\det A \equiv |\mathcal N| \equiv |\mathcal I| = K \pmod 2 .
\]

The first proof line translates the congruence into an equation in `ZMod 2`, and the second substitutes the three results.

## An odd count excludes orbitals at energy \(\alpha\)

```lean
/-- If the number of Kekulé structures is odd and the hopping is nonzero, the Hückel Hamiltonian has
no nonzero real orbital at the site energy `α`. -/
theorem no_nonbonding_orbital (hodd : Odd (kekuleCount G)) {α β : ℝ} (hβ : β ≠ 0)
    {x : V → ℝ} (hx : huckel G α β *ᵥ x = α • x) : x = 0 := by
  have hdet : (G.adjMatrix ℤ).det ≠ 0 := by
    intro h0
    have h := det_modEq_kekuleCount G
    rw [h0] at h
    unfold Int.ModEq at h
    obtain ⟨k, hk⟩ := hodd
    omega
  -- the real determinant is the integer one
  have hmap : (Int.castRingHom ℝ).mapMatrix (G.adjMatrix ℤ) = G.adjMatrix ℝ := by
    ext i j
    by_cases h : G.Adj i j <;> simp [SimpleGraph.adjMatrix_apply, h]
  have hreal : (G.adjMatrix ℝ).det ≠ 0 := by
    rw [← hmap, ← RingHom.map_det]
    exact Int.cast_ne_zero.mpr hdet
  rw [huckel, Matrix.add_mulVec, Matrix.smul_mulVec, Matrix.smul_mulVec, Matrix.one_mulVec] at hx
  have h1 : β • (G.adjMatrix ℝ *ᵥ x) = 0 := add_eq_left.mp hx
  exact Matrix.eq_zero_of_mulVec_eq_zero hreal ((smul_eq_zero.mp h1).resolve_left hβ)
```

The hypotheses are that \(K\) is odd, that \(\beta\neq0\), and that the real vector \(x\) satisfies \(Hx=\alpha x\). The symbol `*ᵥ` applies a matrix to a vector. The conclusion is \(x=0\), so no normalised real orbital has energy \(\alpha\). Complex coefficients add nothing new: \(H\) and \(\alpha\) are real, so the real and imaginary parts of a complex solution are themselves solutions, and both vanish. The condition on \(\beta\) says that bonded sites really are coupled; at \(\beta=0\) every vector would have energy \(\alpha\).

By hand, substitute \(H\):

\[
\alpha x+\beta Ax=\alpha x
\quad\Longrightarrow\quad
\beta Ax=0
\quad\Longrightarrow\quad
Ax=0 .
\]

Since \(K\) is odd, \(\det A\) is odd and therefore nonzero. The matrix \(A\) is invertible, and \(x=0\).

In the proof, `hdet` assumes a vanishing determinant and reaches a contradiction with the parity of \(K\); `omega` does the integer arithmetic. The congruence concerns an integer matrix while the Hamiltonian is real, so `hmap` and `hreal` carry the nonzero determinant over to the real numbers. The final lines are the displayed calculation, followed by the fact that a matrix with nonzero determinant sends only the zero vector to zero.

The theorem draws no conclusion from an even \(K\), and it concerns one-electron orbitals without electron repulsion.

## Odd numbers of atoms

```lean
/-- A molecular graph with an odd number of atoms has no Kekulé structure, and the determinant of
its adjacency matrix is even. -/
theorem odd_atoms (h : Odd (Fintype.card V)) :
    kekuleCount G = 0 ∧ Even (G.adjMatrix ℤ).det := by
  have h0 : kekuleCount G = 0 :=
    Nat.card_eq_zero.mpr (Or.inl ⟨fun M => Nat.not_even_iff_odd.mpr h M.2.even_card⟩)
  refine ⟨h0, Int.even_iff.mpr ?_⟩
  have h1 := det_modEq_kekuleCount G
  rw [h0] at h1
  simpa [Int.ModEq] using h1
```

A perfect matching divides the atoms into pairs. If their number is odd, there is none, so \(K=0\), and the congruence makes \(\det A\) even.

The symbol `∧` means "and". For the first part, Lean shows that the type of perfect matchings is empty, because `even_card` would make the number of atoms even. The second part inserts \(K=0\) into `det_modEq_kekuleCount`. An even determinant need not be zero: the triangle in the next section has three atoms and determinant 2. An odd number of atoms therefore does not by itself imply an orbital at energy \(\alpha\).

## The triangle separates parity from equality

```lean
/-- The triangle has adjacency determinant 2 and no Kekulé structure. -/
theorem triangle : ((⊤ : SimpleGraph (Fin 3)).adjMatrix ℤ).det = 2 ∧
    kekuleCount (⊤ : SimpleGraph (Fin 3)) = 0 := by
  refine ⟨?_, (odd_atoms (⊤ : SimpleGraph (Fin 3)) (by decide)).1⟩
  simp [Matrix.det_fin_three]

end

end KekuleParity
```

`Fin 3` is a set of three atoms, and `⊤` is the graph in which all of them are bonded to each other. Its adjacency determinant is

\[
\det\begin{pmatrix}0&1&1\\1&0&1\\1&1&0\end{pmatrix}=2 ,
\]

while \(K=0\) because three atoms cannot be divided into pairs. The proof expands the \(3\times3\) determinant explicitly and takes the count from `odd_atoms`.

The two neighbour permutations here are the cyclic rotations. They are inverse to each other and both have sign \(+1\), so they add to 2. The congruence \(2\equiv0\) holds, but \(|\det A|\) and \(K\) differ, and the general result therefore can't be strengthened to equality up to sign. The triangle also shows that an even \(K\) does not force a nonbonding orbital, since its determinant is nonzero.

```lean
#print axioms KekuleParity.det_modEq_kekuleCount
#print axioms KekuleParity.no_nonbonding_orbital
#print axioms KekuleParity.triangle
```

```
'KekuleParity.det_modEq_kekuleCount' depends on axioms: [propext, Classical.choice, Quot.sound]
'KekuleParity.no_nonbonding_orbital' depends on axioms: [propext, Classical.choice, Quot.sound]
'KekuleParity.triangle' depends on axioms: [propext, Classical.choice, Quot.sound]
```
